# The augmented density of S-normalised ultrasoft orbitals sums to the electron number

An ultrasoft pseudo-orbital need not have norm one. If its squared modulus is nevertheless taken as the full density, the electron count is generally wrong, and a cell meant to be neutral acquires a net charge. The augmentation charge repairs this, provided that the same augmentation functions enter the density and the orbital normalisation. On a finite grid the repair is exact when the augmentation matrix in the overlap operator is the grid sum of these functions. If the augmentation matrix is also positive semidefinite and the occupations are nonnegative, the smooth density alone never holds too many electrons.

## Grid, orbitals and projectors

The grid points r form a finite type `G`, the orbitals n a finite type `ι`, and the projectors i, j a finite type `κ`. Sums over r carry no volume element; it is absorbed into the scaling of the functions.

```lean
import Mathlib

open Matrix
open scoped ComplexOrder

namespace UltrasoftNormConservation

noncomputable section

variable {G ι κ : Type*} [Fintype G] [Fintype ι] [Fintype κ]
```

For complex grid functions, the inner product is antilinear in its first argument:

⟨u, v⟩ = ∑_r u(r)* v(r).

Lean writes it as `star u ⬝ᵥ v`. An orbital u enters the augmentation only through its projections c_j = ⟨β_j, u⟩.

```lean
/-- The projections `⟨β_j, u⟩` of an orbital `u` on the projectors. -/
def projection (β : κ → G → ℂ) (u : G → ℂ) : κ → ℂ :=
  fun j => star (β j) ⬝ᵥ u
```

A matrix A on the projector indices assigns to these numbers the quadratic form

A[c] = ∑_ij c_i* A_ij c_j.

```lean
/-- The quadratic form `∑ c_i* A_ij c_j` of an augmentation matrix `A` in the projections `c`. -/
def augmentation (A : Matrix κ κ ℂ) (c : κ → ℂ) : ℂ :=
  star c ⬝ᵥ (A *ᵥ c)
```

With A = q, the same form appears in the expectation value of the overlap operator

S u = u + ∑_ij β_i q_ij ⟨β_j, u⟩.

```lean
/-- The action of the overlap operator, `S u = u + ∑ β_i q_ij ⟨β_j, u⟩`. -/
def applyS (β : κ → G → ℂ) (q : Matrix κ κ ℂ) (u : G → ℂ) : G → ℂ :=
  u + ∑ i, ∑ j, (q i j * projection β u j) • β i
```

## Two densities

With real occupations f_n, the smooth density is

ñ(r) = ∑_n f_n |ψ_n(r)|².

```lean
/-- The smooth density `∑ f_n |ψ_n(r)|²`. -/
def smoothDensity (f : ι → ℝ) (ψ : ι → G → ℂ) (r : G) : ℝ :=
  ∑ n, f n * ‖ψ n r‖ ^ 2
```

Let Q(r) be the matrix of augmentation functions at r, and let c_n be the vector of projections of ψ_n. The augmented density is

n(r) = ñ(r) + ∑_n f_n Q(r)[c_n].

It is complex-valued by definition, because Q(r) is so far an arbitrary complex matrix.

```lean
/-- The augmented density: the smooth density plus
`∑ f_n ⟨ψ_n, β_i⟩ Q_ij(r) ⟨β_j, ψ_n⟩`. -/
def augmentedDensity (f : ι → ℝ) (ψ : ι → G → ℂ) (β : κ → G → ℂ)
    (Q : G → Matrix κ κ ℂ) (r : G) : ℂ :=
  (smoothDensity f ψ r : ℂ) + ∑ n, (f n : ℂ) * augmentation (Q r) (projection β (ψ n))
```

## The norm measured by S

Inserting S u into the inner product gives

⟨u, S u⟩ = ∑_r |u(r)|² + ∑_ij ⟨u, β_i⟩ q_ij c_j.

Since ⟨u, β_i⟩ = c_i*, the last term is q[c], and therefore

⟨u, S u⟩ = ∑_r |u(r)|² + q[c].

In the proof, `hnorm` identifies the plain norm and `hstar` supplies the conjugation of the projection. The remaining lines distribute the inner product over the double sum.

```lean
/-- The expectation value of `S` is the plain norm of the orbital plus the quadratic form
of `q` in its projections. -/
theorem overlap_expectation (β : κ → G → ℂ) (q : Matrix κ κ ℂ) (u : G → ℂ) :
    star u ⬝ᵥ applyS β q u
      = ((∑ r, ‖u r‖ ^ 2 : ℝ) : ℂ) + augmentation q (projection β u) := by
  have hnorm : star u ⬝ᵥ u = ((∑ r, ‖u r‖ ^ 2 : ℝ) : ℂ) := by
    rw [Complex.ofReal_sum]
    refine Finset.sum_congr rfl fun r _ => ?_
    rw [← Complex.normSq_eq_norm_sq, Complex.normSq_eq_conj_mul_self]
    rfl
  -- conjugating a projection exchanges bra and ket
  have hstar : ∀ i, star (projection β u i) = star u ⬝ᵥ β i := by
    intro i
    simp only [projection, dotProduct, star_sum, star_mul', Pi.star_apply, star_star]
    exact Finset.sum_congr rfl fun r _ => mul_comm _ _
  rw [applyS, dotProduct_add, hnorm]
  congr 1
  simp only [dotProduct_sum, dotProduct_smul, smul_eq_mul]
  change _ = ∑ i, star (projection β u i) * ∑ j, q i j * projection β u j
  refine Finset.sum_congr rfl fun i _ => ?_
  rw [hstar, Finset.mul_sum]
  exact Finset.sum_congr rfl fun j _ => by ring
```

## Hermitian augmentation gives a real density

If Q(r) is Hermitian, conjugation followed by exchanging the names i and j gives

(∑_ij c_i* Q_ij c_j)* = ∑_ij c_j* Q_ji c_i = ∑_ij c_i* Q_ij c_j.

The form equals its own conjugate, so it is real, and so is n(r). In Lean, `Finset.sum_comm` performs the exchange. The charge count below does not need this hypothesis.

```lean
/-- If every `Q(r)` is Hermitian, the augmented density is real at every grid point. -/
theorem augmentedDensity_im (f : ι → ℝ) (ψ : ι → G → ℂ) (β : κ → G → ℂ)
    (Q : G → Matrix κ κ ℂ) (hQ : ∀ r, (Q r).IsHermitian) (r : G) :
    (augmentedDensity f ψ β Q r).im = 0 := by
  have h : ∀ c : κ → ℂ, (augmentation (Q r) c).im = 0 := by
    intro c
    apply Complex.conj_eq_iff_im.mp
    change star (augmentation (Q r) c) = augmentation (Q r) c
    simp only [augmentation, dotProduct, Matrix.mulVec, Finset.mul_sum, star_sum, star_mul',
      Pi.star_apply, star_star]
    rw [Finset.sum_comm]
    refine Finset.sum_congr rfl fun j _ => Finset.sum_congr rfl fun i _ => ?_
    rw [(hQ r).apply j i]
    ring
  rw [augmentedDensity, Complex.add_im, Complex.ofReal_im, zero_add, Complex.im_sum]
  refine Finset.sum_eq_zero fun n _ => ?_
  rw [Complex.im_ofReal_mul, h, mul_zero]
```

## Summing over the grid

Set q = ∑_r Q(r). The projections do not depend on r, so

∑_r n(r) = ∑_n f_n (∑_r |ψ_n(r)|² + ∑_r Q(r)[c_n])
= ∑_n f_n (∑_r |ψ_n(r)|² + q[c_n])
= ∑_n f_n ⟨ψ_n, S ψ_n⟩.

This holds for any orbitals, normalised or not. The steps `hq` and `hs` exchange the sums in the augmentation and smooth parts.

```lean
/-- For arbitrary orbitals the augmented density sums to `∑ f_n ⟨ψ_n, S ψ_n⟩`, where `S` is
built from `q = ∑_r Q(r)`. -/
theorem sum_augmentedDensity_eq_overlap (f : ι → ℝ) (ψ : ι → G → ℂ) (β : κ → G → ℂ)
    (Q : G → Matrix κ κ ℂ) :
    ∑ r, augmentedDensity f ψ β Q r
      = ∑ n, (f n : ℂ) * (star (ψ n) ⬝ᵥ applyS β (∑ r, Q r) (ψ n)) := by
  -- the grid sum turns the local matrices `Q(r)` into `q`
  have hq : ∀ c : κ → ℂ, ∑ r, augmentation (Q r) c = augmentation (∑ r, Q r) c := by
    intro c
    simp only [augmentation, dotProduct, Matrix.mulVec, Matrix.sum_apply, Finset.sum_mul,
      Finset.mul_sum]
    rw [Finset.sum_comm]
    exact Finset.sum_congr rfl fun i _ => Finset.sum_comm
  have hs : ∑ r, (smoothDensity f ψ r : ℂ)
      = ∑ n, (f n : ℂ) * ((∑ r, ‖ψ n r‖ ^ 2 : ℝ) : ℂ) := by
    simp only [smoothDensity, Complex.ofReal_sum, Complex.ofReal_mul, Finset.mul_sum]
    exact Finset.sum_comm
  simp only [augmentedDensity, overlap_expectation, mul_add, Finset.sum_add_distrib]
  rw [hs, Finset.sum_comm]
  congr 1
  refine Finset.sum_congr rfl fun n _ => ?_
  rw [← Finset.mul_sum, hq]
```

If ⟨ψ_n, S ψ_n⟩ = 1 for every n, the right-hand side is ∑_n f_n. Mutual orthogonality of the orbitals is not required.

```lean
/-- For S-normalised orbitals the augmented density sums to the number of electrons
`∑ f_n`. -/
theorem sum_augmentedDensity (f : ι → ℝ) (ψ : ι → G → ℂ) (β : κ → G → ℂ)
    (Q : G → Matrix κ κ ℂ)
    (hψ : ∀ n, star (ψ n) ⬝ᵥ applyS β (∑ r, Q r) (ψ n) = 1) :
    ∑ r, augmentedDensity f ψ β Q r = ((∑ n, f n : ℝ) : ℂ) := by
  rw [sum_augmentedDensity_eq_overlap, Complex.ofReal_sum]
  exact Finset.sum_congr rfl fun n _ => by rw [hψ n, mul_one]
```

In a code that uses the same orbital norms and projections for the normalisation and for the density, this finite-grid identity means that the count is exact when q is the grid sum of the same Q(r) that enters the density. If q comes from a separate radial integration, the count is off by ∑_n f_n (∑_r Q(r) − q)[c_n].

## What the smooth density lacks

From here on q may be any matrix, and the orbitals are normalised with the S built from it. The real part of the normalisation condition reads

∑_r |ψ_n(r)|² = 1 − Re q[c_n].

Multiplying by f_n and summing over n gives

∑_r ñ(r) = ∑_n f_n − ∑_n f_n Re q[c_n].

The final `linear_combination` is the multiplication by f_n.

```lean
/-- For S-normalised orbitals the smooth charge is `∑ f_n` minus the occupation-weighted
real parts of the quadratic form of `q` in the projections. -/
theorem sum_smoothDensity (f : ι → ℝ) (ψ : ι → G → ℂ) (β : κ → G → ℂ)
    (q : Matrix κ κ ℂ) (hψ : ∀ n, star (ψ n) ⬝ᵥ applyS β q (ψ n) = 1) :
    ∑ r, smoothDensity f ψ r
      = ∑ n, f n - ∑ n, f n * (augmentation q (projection β (ψ n))).re := by
  have hs : ∑ r, smoothDensity f ψ r = ∑ n, f n * ∑ r, ‖ψ n r‖ ^ 2 := by
    simp only [smoothDensity, Finset.mul_sum]
    exact Finset.sum_comm
  rw [hs, ← Finset.sum_sub_distrib]
  refine Finset.sum_congr rfl fun n _ => ?_
  have h := congrArg Complex.re ((overlap_expectation β q (ψ n)).symm.trans (hψ n))
  rw [Complex.add_re, Complex.ofReal_re, Complex.one_re] at h
  linear_combination f n * h
```

Now suppose that q is positive semidefinite, which in Lean includes being Hermitian. Physically, this says that no combination of the partial waves has less norm inside the augmentation region in its all-electron form than in its smooth form. It is assumed here, not derived from a pseudopotential construction. Then q[c_n] ≥ 0, and with f_n ≥ 0 every term subtracted above is nonnegative:

∑_r ñ(r) ≤ ∑_n f_n.

```lean
/-- If `q` is positive semidefinite, the smooth density of S-normalised orbitals sums to
at most `∑ f_n`. -/
theorem sum_smoothDensity_le (f : ι → ℝ) (ψ : ι → G → ℂ) (β : κ → G → ℂ)
    (q : Matrix κ κ ℂ) (hf : ∀ n, 0 ≤ f n) (hq : q.PosSemidef)
    (hψ : ∀ n, star (ψ n) ⬝ᵥ applyS β q (ψ n) = 1) :
    ∑ r, smoothDensity f ψ r ≤ ∑ n, f n := by
  rw [sum_smoothDensity f ψ β q hψ]
  have h : 0 ≤ ∑ n, f n * (augmentation q (projection β (ψ n))).re :=
    Finset.sum_nonneg fun n _ =>
      mul_nonneg (hf n) (Complex.le_def.mp (hq.dotProduct_mulVec_nonneg _)).1
  linarith
```

Equality requires the sum of the nonnegative terms f_n q[c_n] to vanish, hence each term separately. For an occupied orbital, f_n ≠ 0, this means q[c_n] = 0. Writing q = B†B turns the condition into ‖B c_n‖² = 0, so B c_n = 0 and q c_n = 0. Conversely, q c_n = 0 makes the term vanish. Thus

∑_r ñ(r) = ∑_n f_n exactly when q c_n = 0 for every n with f_n ≠ 0.

Lean takes the passage from a zero form to a zero vector from `dotProduct_mulVec_zero_iff`. The smooth density can therefore carry the full charge even when q ≠ 0, if the occupied orbitals do not probe it.

```lean
/-- For positive semidefinite `q`, the smooth density carries the full charge exactly when
`q` annihilates the projections of every occupied orbital. -/
theorem sum_smoothDensity_eq_iff (f : ι → ℝ) (ψ : ι → G → ℂ) (β : κ → G → ℂ)
    (q : Matrix κ κ ℂ) (hf : ∀ n, 0 ≤ f n) (hq : q.PosSemidef)
    (hψ : ∀ n, star (ψ n) ⬝ᵥ applyS β q (ψ n) = 1) :
    ∑ r, smoothDensity f ψ r = ∑ n, f n ↔
      ∀ n, f n ≠ 0 → q *ᵥ projection β (ψ n) = 0 := by
  have hpos : ∀ n, 0 ≤ augmentation q (projection β (ψ n)) :=
    fun n => hq.dotProduct_mulVec_nonneg _
  rw [sum_smoothDensity f ψ β q hψ, sub_eq_self,
    Finset.sum_eq_zero_iff_of_nonneg
      (fun n _ => mul_nonneg (hf n) (Complex.le_def.mp (hpos n)).1)]
  constructor
  · intro h n hn
    have hre := (mul_eq_zero.mp (h n (Finset.mem_univ n))).resolve_left hn
    -- a vanishing positive semidefinite form forces `q c = 0`
    exact (hq.dotProduct_mulVec_zero_iff _).mp
      (Complex.ext hre (Complex.le_def.mp (hpos n)).2.symm)
  · intro h n _
    by_cases hn : f n = 0
    · rw [hn, zero_mul]
    · rw [augmentation, h n hn, dotProduct_zero, Complex.zero_re, mul_zero]
```

## An overfull smooth density when q is negative

Take one grid point, one projector β = 1, and one orbital of real amplitude t ≠ 0 with occupation 1. Choose q = 1/t² − 1. Then c = t and

S ψ = t + q t = 1/t,
⟨ψ, S ψ⟩ = t · (1/t) = 1,
∑_r ñ(r) = t².

For t = 2 this gives q = −3/4 and a smooth charge of 4, although there is only one electron. The bound fails without positivity of q, even though S = 1/4 is itself positive. For t = 1/2, q = 3 is positive and the smooth charge is 1/4, in accordance with the bound.

```lean
/-- On a one-point grid with projector `1` and `q = 1/t² - 1`, the orbital of amplitude
`t ≠ 0` is S-normalised and, singly occupied, has smooth charge `t²`. -/
theorem onePoint_witness (t : ℝ) (ht : t ≠ 0) :
    star (fun _ : Unit => (t : ℂ)) ⬝ᵥ
        applyS (fun _ : Unit => fun _ : Unit => (1 : ℂ))
          (Matrix.of fun _ _ => 1 / (t : ℂ) ^ 2 - 1) (fun _ => (t : ℂ)) = 1 ∧
      ∑ r, smoothDensity (fun _ : Unit => 1) (fun _ => fun _ : Unit => (t : ℂ)) r = t ^ 2 := by
  have ht' : (t : ℂ) ≠ 0 := Complex.ofReal_ne_zero.mpr ht
  constructor
  · simp [applyS, projection, dotProduct]
    field_simp
    all_goals ring
  · simp [smoothDensity]

end

end UltrasoftNormConservation
```

```lean
#print axioms UltrasoftNormConservation.augmentedDensity_im
#print axioms UltrasoftNormConservation.sum_augmentedDensity
#print axioms UltrasoftNormConservation.sum_smoothDensity_le
#print axioms UltrasoftNormConservation.sum_smoothDensity_eq_iff
```

```
'UltrasoftNormConservation.augmentedDensity_im' depends on axioms: [propext, Classical.choice, Quot.sound]
'UltrasoftNormConservation.sum_augmentedDensity' depends on axioms: [propext, Classical.choice, Quot.sound]
'UltrasoftNormConservation.sum_smoothDensity_le' depends on axioms: [propext, Classical.choice, Quot.sound]
'UltrasoftNormConservation.sum_smoothDensity_eq_iff' depends on axioms: [propext, Classical.choice, Quot.sound]
```
